# Repeated McWeeny purification drives every occupation in [0,1] except 1/2 to 0 or 1

A density matrix enters this problem sheet already resolved into orbitals and occupations. It is written as $P = U\,\mathrm{diag}(x)\,U^\dagger$, where the columns of the unitary matrix $U$ are the natural orbitals in a finite orthonormal basis and the real numbers $x_i$ are their occupations, counted per spin orbital. For a Hermitian matrix, the spectral theorem supplies this form.

```lean
import Mathlib

open Matrix Filter Topology

namespace McWeenyPurification

noncomputable section
```

The purification map is the polynomial $f(x) = 3x^2 - 2x^3$. It is defined in an arbitrary ring `R`, so that the same `purify` acts on a single occupation and on a whole matrix.

```lean
/-- The McWeeny purification map `3x² - 2x³`, for numbers and for matrices alike. -/
def purify {R : Type*} [Ring R] (x : R) : R := 3 * x ^ 2 - 2 * x ^ 3
```

The $k$-fold iterate is written $f^{[k]}$, with $f^{[0]}(x) = x$; in Lean it is `purify^[k] x`.

## (a) Particles and holes

**Task.** If $x$ is the occupation of an orbital, $1-x$ is its hole occupation. Show that purification treats the two alike: for every real $x$ and every $k$,
$$f^{[k]}(1-x) = 1 - f^{[k]}(x).$$

**Solution.** For one step,
$$f(1-y) = (1-y)^2\,\bigl(3 - 2(1-y)\bigr) = (1-y)^2(1+2y) = 1 - 3y^2 + 2y^3 = 1 - f(y).$$
The case $k=0$ is trivial. If the claim holds for $k$, then
$$f^{[k+1]}(1-x) = f\bigl(1 - f^{[k]}(x)\bigr) = 1 - f^{[k+1]}(x).$$

In the code, `step` is the one-step identity, which `ring` expands, and the induction applies it to the outermost $f$.

```lean
/-- Particle-hole symmetry: purifying the hole occupations `1 - x` for `k` steps gives
one minus the purified particle occupation. -/
theorem purify_iterate_one_sub (x : ℝ) (k : ℕ) :
    purify^[k] (1 - x) = 1 - purify^[k] x := by
  have step : ∀ y : ℝ, purify (1 - y) = 1 - purify y := by
    intro y
    unfold purify
    ring
  induction k with
  | zero => rfl
  | succ k ih =>
    rw [Function.iterate_succ_apply', Function.iterate_succ_apply', ih, step]
```

## (b) A geometric bound below one half

**Task.** Let $0 \le x < 1/2$ and $q = x(3-2x)$. Show that for every $k$
$$0 \le f^{[k]}(x) \le q^k x.$$

**Solution.** Write $f(y) = y(3-2y)\cdot y$, so that one step multiplies $y$ by the factor $y(3-2y)$. At the start this factor is $q \ge 0$, and
$$1 - q = 1 - 3x + 2x^2 = (1-x)(1-2x) > 0.$$

For $k=0$ the bound reads $0 \le x \le x$. Suppose it holds for $k$, and let $y = f^{[k]}(x)$. Then $0 \le y \le q^k x \le x$, and
$$q - y(3-2y) = (x-y)\bigl(3 - 2(x+y)\bigr) \ge 0,$$
because $x + y < 1$. The factor is therefore never larger than $q$, and
$$0 \le f(y) \le q\,y \le q^{k+1}x.$$

The proof follows the same path. `generalize` gives the $k$-th iterate the name `y`, `hm` is the comparison of the two factors, and `nlinarith` receives the factorised products shown above. The closing `calc` is the last chain of inequalities.

```lean
/-- An occupation `x` with `0 ≤ x < 1/2` stays nonnegative under purification and is bounded
after `k` steps by `q ^ k * x`, where `q = x (3 - 2x)`. -/
theorem purify_iterate_bound {x : ℝ} (h0 : 0 ≤ x) (h1 : x < 1 / 2) (k : ℕ) :
    0 ≤ purify^[k] x ∧ purify^[k] x ≤ (x * (3 - 2 * x)) ^ k * x := by
  have hq0 : 0 ≤ x * (3 - 2 * x) := mul_nonneg h0 (by linarith)
  have hq1 : x * (3 - 2 * x) ≤ 1 := by
    nlinarith [mul_nonneg (by linarith : 0 ≤ 1 - x) (by linarith : 0 ≤ 1 - 2 * x)]
  induction k with
  | zero => simpa using h0
  | succ k ih =>
    rw [Function.iterate_succ_apply']
    obtain ⟨hy0, hy⟩ := ih
    generalize purify^[k] x = y at hy0 hy ⊢
    have hyx : y ≤ x := hy.trans (mul_le_of_le_one_left h0 (pow_le_one₀ hq0 hq1))
    -- the contraction factor is largest at the initial occupation
    have hm : y * (3 - 2 * y) ≤ x * (3 - 2 * x) := by
      nlinarith [mul_nonneg (sub_nonneg.2 hyx) (by linarith : 0 ≤ 3 - 2 * (x + y))]
    have e : purify y = y * (3 - 2 * y) * y := by
      unfold purify
      ring
    rw [e]
    refine ⟨mul_nonneg (mul_nonneg hy0 (by linarith)) hy0, ?_⟩
    calc y * (3 - 2 * y) * y ≤ x * (3 - 2 * x) * y := mul_le_mul_of_nonneg_right hm hy0
      _ ≤ x * (3 - 2 * x) * ((x * (3 - 2 * x)) ^ k * x) := mul_le_mul_of_nonneg_left hy hq0
      _ = (x * (3 - 2 * x)) ^ (k + 1) * x := by
        rw [pow_succ']
        exact (mul_assoc _ _ _).symm
```

## (c) The limit below one half

**Task.** Show that for $0 \le x < 1/2$
$$\lim_{k\to\infty} f^{[k]}(x) = 0.$$

**Solution.** Since $0 \le q < 1$, the upper bound $q^k x$ in (b) tends to zero. The iterates lie between $0$ and this bound, so they tend to zero as well. The bound understates the final speed: for $y \ge 0$ one has $f(y) \le 3y^2$, so close to zero the convergence is quadratic.

`Tendsto … atTop (𝓝 0)` is the ordinary limit $k \to \infty$, and `squeeze_zero` is the sandwich argument.

```lean
/-- For an occupation `x` with `0 ≤ x < 1/2`, the purification iterates tend to zero. -/
theorem purify_tendsto_zero {x : ℝ} (h0 : 0 ≤ x) (h1 : x < 1 / 2) :
    Tendsto (fun k => purify^[k] x) atTop (𝓝 0) := by
  have hq0 : 0 ≤ x * (3 - 2 * x) := mul_nonneg h0 (by linarith)
  have hq1 : x * (3 - 2 * x) < 1 := by
    nlinarith [mul_pos (by linarith : 0 < 1 - x) (by linarith : 0 < 1 - 2 * x)]
  have h := (tendsto_pow_atTop_nhds_zero_of_lt_one hq0 hq1).mul_const x
  rw [zero_mul] at h
  exact squeeze_zero (fun k => (purify_iterate_bound h0 h1 k).1)
    (fun k => (purify_iterate_bound h0 h1 k).2) h
```

## (d) All occupations between 0 and 1

**Task.** For $x \in [0,1]$, show that
$$f^{[k]}(x) \to \begin{cases} 1 & \text{if } x > 1/2,\\ 0 & \text{if } x < 1/2,\end{cases} \qquad\text{and}\qquad f^{[k]}(1/2) = 1/2 \text{ for every } k.$$

**Solution.** The case $x < 1/2$ is (c). If $x > 1/2$, the hole occupation $1-x$ lies in $[0,1/2)$, and (a) and (c) give
$$f^{[k]}(x) = 1 - f^{[k]}(1-x) \to 1 - 0 = 1.$$
Finally, $f(1/2) = 3/4 - 1/4 = 1/2$, so $1/2$ is a fixed point.

The range $[0,1]$, in Lean `Set.Icc (0 : ℝ) 1`, is sufficient, though not the largest possible; the claim does not extend to all real $x$. The value $x = -1/2$ lies below one half, yet $f(-1/2) = 3/4 + 1/4 = 1$, and the iteration stays at $1$ from then on.

The theorem is a conjunction of three implications, one for each case. `const_sub 1` performs the subtraction from one, and `Function.iterate_fixed` handles the fixed point.

```lean
/-- For an initial occupation in `[0,1]`, the purification iterates tend to one if it exceeds
`1/2`, tend to zero if it is below `1/2`, and remain at `1/2` if it equals `1/2`. -/
theorem purification_of_occupation {x : ℝ} (hx : x ∈ Set.Icc (0 : ℝ) 1) :
    (1 / 2 < x → Tendsto (fun k => purify^[k] x) atTop (𝓝 1)) ∧
    (x < 1 / 2 → Tendsto (fun k => purify^[k] x) atTop (𝓝 0)) ∧
    (x = 1 / 2 → ∀ k, purify^[k] x = 1 / 2) := by
  refine ⟨fun h => ?_, purify_tendsto_zero hx.1, ?_⟩
  · -- the hole occupation is below one half and tends to zero
    have hh := (purify_tendsto_zero (x := 1 - x) (by linarith [hx.2])
      (by linarith)).const_sub 1
    simpa only [purify_iterate_one_sub, sub_sub_cancel, sub_zero] using hh
  · rintro rfl k
    exact Function.iterate_fixed (by norm_num [purify]) k
```

## (e) Changing the orbital basis

**Task.** Let $U$, $V$ and $D$ be elements of a ring with $VU = 1$. Show that
$$f(UDV) = U f(D)\, V.$$

**Solution.** The inner factors cancel:
$$(UDV)^2 = UD(VU)DV = UD^2V, \qquad (UDV)^3 = UD^2(VU)DV = UD^3V.$$
The integers 3 and 2 commute with everything, so the combination $3(\cdot)^2 - 2(\cdot)^3$ passes through $U$ and $V$.

Here `h2` and `h3` are the two powers, and `noncomm_ring` rearranges products without exchanging factors. For matrices, $V$ will be $U^\dagger$.

```lean
/-- Purification commutes with the change of basis `D ↦ U D V` whenever `V U = 1`. -/
theorem purify_conj {R : Type*} [Ring R] {U V : R} (h : V * U = 1) (D : R) :
    purify (U * D * V) = U * purify D * V := by
  have h2 : (U * D * V) ^ 2 = U * D ^ 2 * V := by
    calc (U * D * V) ^ 2 = U * D * (V * U) * D * V := by noncomm_ring
      _ = U * D ^ 2 * V := by rw [h]; noncomm_ring
  have h3 : (U * D * V) ^ 3 = U * D ^ 3 * V := by
    calc (U * D * V) ^ 3 = (U * D * V) ^ 2 * (U * D * V) := pow_succ _ 2
      _ = U * D ^ 2 * (V * U) * D * V := by rw [h2]; noncomm_ring
      _ = U * D ^ 3 * V := by rw [h]; noncomm_ring
  unfold purify
  rw [h2, h3]
  noncomm_ring
```

## (f) The candidate for the limit

Let $\theta_i = 1$ if $x_i > 1/2$ and $\theta_i = 0$ otherwise, and set $\Pi = U\,\mathrm{diag}(\theta)\,U^\dagger$. In Lean $\Pi$ is `occupiedProjector U x`, `Uᴴ` is the conjugate transpose, and the finite type `ι` labels both basis functions and orbitals.

```lean
variable {ι : Type*} [Fintype ι] [DecidableEq ι]

/-- The matrix `U diag(θ) Uᴴ`, where `θ` is one for occupations above `1/2` and zero
for all others. -/
def occupiedProjector (U : Matrix ι ι ℂ) (x : ι → ℝ) : Matrix ι ι ℂ :=
  U * diagonal (fun i => if 1 / 2 < x i then (1 : ℂ) else 0) * Uᴴ
```

**Task.** For $U^\dagger U = 1$, show that $\Pi$ is an orthogonal projector:
$$\Pi^\dagger = \Pi, \qquad \Pi^2 = \Pi.$$

**Solution.** Let $\Theta = \mathrm{diag}(\theta)$. Its entries are 0 or 1, so $\Theta^\dagger = \Theta$ and $\Theta^2 = \Theta$. Hence $\Pi^\dagger = U\Theta^\dagger U^\dagger = \Pi$, and
$$\Pi^2 = U\Theta(U^\dagger U)\Theta U^\dagger = U\Theta^2U^\dagger = \Pi.$$

The facts about $\Theta$ are `hs` and `hD`, obtained by checking the entries 0 and 1 separately. No condition on the $x_i$ is used.

```lean
/-- For unitary `U` the matrix `occupiedProjector U x` is Hermitian and idempotent. -/
theorem occupiedProjector_isProjector {U : Matrix ι ι ℂ} (hU : Uᴴ * U = 1) (x : ι → ℝ) :
    (occupiedProjector U x).IsHermitian ∧
    occupiedProjector U x * occupiedProjector U x = occupiedProjector U x := by
  unfold occupiedProjector
  set d : ι → ℂ := fun i => if 1 / 2 < x i then (1 : ℂ) else 0 with hd
  have hs : star d = d := by
    funext i
    show star (d i) = d i
    simp only [hd]
    split_ifs <;> simp
  have hdd : ∀ i, d i * d i = d i := by
    intro i
    simp only [hd]
    split_ifs <;> simp
  have hD : diagonal d * diagonal d = diagonal d := by
    rw [diagonal_mul_diagonal]
    simp only [hdd]
  constructor
  · rw [Matrix.IsHermitian, conjTranspose_mul, conjTranspose_mul,
      conjTranspose_conjTranspose, diagonal_conjTranspose, hs, Matrix.mul_assoc]
  · calc U * diagonal d * Uᴴ * (U * diagonal d * Uᴴ)
        = U * diagonal d * (Uᴴ * U) * diagonal d * Uᴴ := by simp only [Matrix.mul_assoc]
      _ = U * (diagonal d * diagonal d) * Uᴴ := by
        rw [hU, Matrix.mul_one, Matrix.mul_assoc U]
      _ = U * diagonal d * Uᴴ := by rw [hD]
```

## (g) Occupations evolve separately

**Task.** Show that purification keeps the natural orbitals and acts on each occupation by itself:
$$f^{[k]}\bigl(U\,\mathrm{diag}(x_i)\,U^\dagger\bigr) = U\,\mathrm{diag}\bigl(f^{[k]}(x_i)\bigr)\,U^\dagger.$$

**Solution.** Diagonal matrices add and multiply entry by entry, so $f(\mathrm{diag}(y_i)) = \mathrm{diag}(f(y_i))$. With $V = U^\dagger$ in (e), this gives the claim for one step, and induction on $k$ gives it for all.

`hdiag` is the diagonal identity. It comes from `Matrix.diagonalRingHom`, which states that forming a diagonal matrix respects sums and products. The casts to `ℂ` place real occupations in a complex matrix.

```lean
/-- Purifying a density matrix `U diag(x) Uᴴ`, with `U` unitary, keeps `U` and purifies
each occupation separately. -/
theorem purify_iterate_density {U : Matrix ι ι ℂ} (hU : Uᴴ * U = 1) (x : ι → ℝ) (k : ℕ) :
    purify^[k] (U * diagonal (fun i => (x i : ℂ)) * Uᴴ) =
      U * diagonal (fun i => ((purify^[k] (x i) : ℝ) : ℂ)) * Uᴴ := by
  have hdiag : ∀ y : ι → ℝ, purify (diagonal (fun i => (y i : ℂ))) =
      diagonal (fun i => ((purify (y i) : ℝ) : ℂ)) := by
    intro y
    have hp : (fun i => ((purify (y i) : ℝ) : ℂ)) = purify (fun i => (y i : ℂ)) := by
      funext i
      simp [purify]
    have hm : ∀ d : ι → ℂ, Matrix.diagonalRingHom ι ℂ (purify d) =
        purify (Matrix.diagonalRingHom ι ℂ d) := by
      intro d
      simp only [purify, map_sub, map_mul, map_pow, map_ofNat]
    rw [hp]
    exact (hm _).symm
  induction k with
  | zero => rfl
  | succ k ih =>
    simp only [Function.iterate_succ_apply']
    rw [ih, purify_conj hU, hdiag]
```

## (h) The density matrix

**Task.** Let $P = U\,\mathrm{diag}(x)\,U^\dagger$ with $U$ unitary, all $x_i \in [0,1]$ and no $x_i$ equal to $1/2$. Show that
$$\lim_{k\to\infty} f^{[k]}(P) = \Pi.$$

**Solution.** By (g), the matrix elements of the $k$-th iterate are
$$\bigl(f^{[k]}(P)\bigr)_{ab} = \sum_i U_{ai}\, f^{[k]}(x_i)\, \overline{U_{bi}}.$$
By (d), $f^{[k]}(x_i) \to \theta_i$ for each $i$. The sum is finite, so it tends to $\sum_i U_{ai}\,\theta_i\,\overline{U_{bi}} = \Pi_{ab}$.

Without the condition $x_i \ne 1/2$ the claim fails already for the $1\times1$ matrix $P = (1/2)$, which never moves, whereas $\Pi = (0)$.

In electronic structure calculations, purification approaches a projector through matrix products and linear combinations, without diagonalisation; the theorem covers this for a finite orthonormal basis, with no truncation or rounding. It does not fix the electron number: the trace of $\Pi$ counts the occupations above $1/2$ and may differ from $\sum_i x_i$.

In the proof, `hd` is the convergence of all occupations together, and `hc` is the continuity of $d \mapsto U\,\mathrm{diag}(d)\,U^\dagger$, which replaces the argument for each matrix element.

```lean
/-- If a density matrix `U diag(x) Uᴴ`, with `U` unitary, has all occupations in `[0,1]` and
none equal to `1/2`, its purification iterates converge to `occupiedProjector U x`. -/
theorem purification_of_density {U : Matrix ι ι ℂ} (hU : Uᴴ * U = 1) {x : ι → ℝ}
    (hx : ∀ i, x i ∈ Set.Icc (0 : ℝ) 1) (hne : ∀ i, x i ≠ 1 / 2) :
    Tendsto (fun k => purify^[k] (U * diagonal (fun i => (x i : ℂ)) * Uᴴ)) atTop
      (𝓝 (occupiedProjector U x)) := by
  have hd : Tendsto (fun (k : ℕ) (i : ι) => ((purify^[k] (x i) : ℝ) : ℂ)) atTop
      (𝓝 (fun i => if 1 / 2 < x i then (1 : ℂ) else 0)) := by
    refine tendsto_pi_nhds.2 fun i => ?_
    obtain ⟨h1, h2, -⟩ := purification_of_occupation (hx i)
    by_cases h : 1 / 2 < x i
    · simp only [if_pos h]
      have ht := (Complex.continuous_ofReal.tendsto 1).comp (h1 h)
      simpa only [Function.comp_def, Complex.ofReal_one] using ht
    · simp only [if_neg h]
      have ht := (Complex.continuous_ofReal.tendsto 0).comp
        (h2 (lt_of_le_of_ne (not_lt.1 h) (hne i)))
      simpa only [Function.comp_def, Complex.ofReal_zero] using ht
  -- the density matrix depends continuously on its occupations
  have hc : Continuous (fun d : ι → ℂ => U * diagonal d * Uᴴ) :=
    (continuous_const.matrix_mul continuous_id.matrix_diagonal).matrix_mul continuous_const
  exact Tendsto.congr (fun k => (purify_iterate_density hU x k).symm)
    ((hc.tendsto _).comp hd)

end

end McWeenyPurification
```

```lean
#print axioms McWeenyPurification.purification_of_occupation
#print axioms McWeenyPurification.occupiedProjector_isProjector
#print axioms McWeenyPurification.purification_of_density
```

```
'McWeenyPurification.purification_of_occupation' depends on axioms: [propext, Classical.choice, Quot.sound]
'McWeenyPurification.occupiedProjector_isProjector' depends on axioms: [propext, Classical.choice, Quot.sound]
'McWeenyPurification.purification_of_density' depends on axioms: [propext, Classical.choice, Quot.sound]
```
